# The inversion relation T_m(u) T_m(−u) = P_m(u²) for an open chain with anticommuting neighbours

Without special structure, finding the parameters at which an operator on a spin chain becomes singular means working with a matrix whose size grows exponentially with the number of sites. For an open chain of m terms that have scalar squares, anticommute with their neighbours and commute with all other terms, the transfer operators at u and −u multiply to a number times the identity, and a scalar recursion gives that number.

```lean
import Mathlib

open scoped Kronecker

namespace FreeFermionChain

noncomputable section

/-- The chain algebra: each term squares to a scalar, neighbouring terms anticommute,
and all other pairs commute. -/
structure IsChain {A : Type*} [Ring A] [Algebra ℂ A] (h : ℕ → A) (b : ℕ → ℂ) : Prop where
  sq : ∀ j, h j * h j = b j • (1 : A)
  anti : ∀ j, h j * h (j + 1) = -(h (j + 1) * h j)
  comm : ∀ j k, j + 2 ≤ k → h j * h k = h k * h j

/-- The transfer operator `T_m(u)` of the open chain with the `m` terms `h 0, …, h (m - 1)`. -/
def transfer {A : Type*} [Ring A] [Algebra ℂ A] (h : ℕ → A) (u : ℂ) : ℕ → A
  | 0 => 1
  | 1 => 1 - u • h 0
  | m + 2 => transfer h u (m + 1) - u • (h (m + 1) * transfer h u m)

/-- The scalar polynomial `P_m(x)` built from the squares `b 0, …, b (m - 1)`. -/
def modePoly (b : ℕ → ℂ) (x : ℂ) : ℕ → ℂ
  | 0 => 1
  | 1 => 1 - x * b 0
  | m + 2 => modePoly b x (m + 1) - x * b (m + 1) * modePoly b x m

variable {A : Type*} [Ring A] [Algebra ℂ A] {h : ℕ → A} {b : ℕ → ℂ}

/-- In the chain algebra, every term `h k` with `k ≥ m + 1` commutes with `T_m(u)`. -/
theorem commute_far (H : IsChain h b) (u : ℂ) :
    ∀ m k, m + 1 ≤ k → Commute (h k) (transfer h u m)
  | 0, _, _ => Commute.one_right _
  | 1, k, hk => (Commute.one_right _).sub_right
      (Commute.smul_right (H.comm 0 k (by omega)).symm u)
  | m + 2, k, hk => (commute_far H u (m + 1) k (by omega)).sub_right
      (Commute.smul_right (Commute.mul_right (H.comm (m + 1) k (by omega)).symm
        (commute_far H u m k (by omega))) u)

/-- In the chain algebra, moving the next term of the chain through `T_(m+1)(u)` reverses
the sign of the part of `T_(m+1)(u)` that was added last. -/
theorem reflect (H : IsChain h b) (u : ℂ) (m : ℕ) :
    transfer h u (m + 1) * h (m + 1) =
      h (m + 1) * ((2 : ℂ) • transfer h u m - transfer h u (m + 1)) := by
  cases m with
  | zero =>
    linear_combination (norm := skip) (-u) • H.anti 0
    simp only [transfer, zero_add, mul_sub, sub_mul, smul_mul_assoc, mul_smul_comm,
      one_mul, mul_one]
    module
  | succ m =>
    have f1 := (commute_far H u (m + 1) (m + 1 + 1) (by omega)).eq
    have f0 := (commute_far H u m (m + 1 + 1) (by omega)).eq
    linear_combination (norm := skip) (-1 : ℂ) • f1 + u • (h (m + 1) * f0)
      - u • (H.anti (m + 1) * transfer h u m)
    simp only [transfer, mul_sub, sub_mul, smul_mul_assoc, mul_smul_comm, mul_assoc, neg_mul]
    module

/-- The exchange relation of the chain algebra: the term `h (m + 1)`, standing between transfer
operators of opposite parameter and lengths `m + 1` and `m`, can be moved to the left of both if
these lengths are interchanged. -/
theorem exchange (H : IsChain h b) (u : ℂ) (m : ℕ) :
    transfer h u (m + 1) * h (m + 1) * transfer h (-u) m =
      h (m + 1) * transfer h u m * transfer h (-u) (m + 1) := by
  induction m with
  | zero =>
    linear_combination (norm := skip) (-u) • H.anti 0
    simp only [transfer, zero_add, mul_sub, sub_mul, smul_mul_assoc, mul_smul_comm,
      one_mul, mul_one]
    module
  | succ m ih =>
    linear_combination (norm := skip) reflect H u (m + 1) * transfer h (-u) (m + 1)
      - u • (h (m + 1 + 1) * ih)
    simp only [transfer, mul_sub, sub_mul, smul_mul_assoc, mul_smul_comm, mul_assoc]
    module

/-- In the chain algebra, the two copies of `h (m + 1)` in a product with `T_m(u)` and `T_m(v)`
combine to the scalar `b (m + 1)`. -/
theorem contract (H : IsChain h b) (u v : ℂ) (m : ℕ) :
    h (m + 1) * transfer h u m * (h (m + 1) * transfer h v m) =
      b (m + 1) • (transfer h u m * transfer h v m) := by
  rw [(commute_far H u m (m + 1) le_rfl).eq, mul_assoc, ← mul_assoc (h (m + 1)),
    H.sq, smul_mul_assoc, one_mul, mul_smul_comm]

/-- The inversion relation: in the chain algebra, the product of the transfer operators at
`u` and `-u` is the scalar `P_m(u²)`. -/
theorem transfer_mul_transfer_neg (H : IsChain h b) (u : ℂ) :
    ∀ m, transfer h u m * transfer h (-u) m = modePoly b (u ^ 2) m • (1 : A)
  | 0 => by simp only [transfer, modePoly, one_mul, one_smul]
  | 1 => by
    linear_combination (norm := skip) (-(u ^ 2)) • H.sq 0
    simp only [transfer, modePoly, mul_sub, sub_mul, smul_mul_assoc, mul_smul_comm,
      one_mul, mul_one]
    module
  | m + 2 => by
    -- the cross terms cancel by the exchange relation
    linear_combination (norm := skip) transfer_mul_transfer_neg H u (m + 1)
      + u • exchange H u m - (u ^ 2) • contract H u (-u) m
      - (u ^ 2 * b (m + 1)) • transfer_mul_transfer_neg H u m
    simp only [transfer, modePoly, mul_sub, sub_mul, smul_mul_assoc, mul_smul_comm, mul_assoc]
    module

/-- In the chain algebra, transfer operators of the same chain commute at any two values
of the parameter. -/
theorem transfer_commute (H : IsChain h b) (u v : ℂ) (m : ℕ) :
    Commute (transfer h u m) (transfer h v m) := by
  -- joint induction with two relations between consecutive lengths, symmetric in u and v
  have key : transfer h u m * transfer h v m = transfer h v m * transfer h u m ∧
      transfer h u (m + 1) * transfer h v (m + 1) =
        transfer h v (m + 1) * transfer h u (m + 1) ∧
      transfer h u m * transfer h v (m + 1) - transfer h v (m + 1) * transfer h u m =
        transfer h v m * transfer h u (m + 1) - transfer h u (m + 1) * transfer h v m ∧
      v • (transfer h v m * transfer h u (m + 1) + transfer h u (m + 1) * transfer h v m
          - (2 : ℂ) • (transfer h u m * transfer h v m)) =
        u • (transfer h u m * transfer h v (m + 1) + transfer h v (m + 1) * transfer h u m
          - (2 : ℂ) • (transfer h v m * transfer h u m)) := by
    induction m with
    | zero =>
      refine ⟨rfl, ?_, ?_, ?_⟩ <;>
      · simp only [transfer, mul_sub, sub_mul, smul_mul_assoc, mul_smul_comm,
          one_mul, mul_one]
        module
    | succ m ih =>
      obtain ⟨c0, c1, r, s⟩ := ih
      have ru := reflect H u m
      have rv := reflect H v m
      have r' : transfer h u (m + 1) * transfer h v (m + 1 + 1)
            - transfer h v (m + 1 + 1) * transfer h u (m + 1) =
          transfer h v (m + 1) * transfer h u (m + 1 + 1)
            - transfer h u (m + 1 + 1) * transfer h v (m + 1) := by
        linear_combination (norm := skip) (2 : ℂ) • c1 + h (m + 1) * s
          - v • (ru * transfer h v m) + u • (rv * transfer h u m)
        simp only [transfer, mul_add, mul_sub, sub_mul, smul_mul_assoc, mul_smul_comm, mul_assoc]
        module
      refine ⟨c1, ?_, r', ?_⟩
      · linear_combination (norm := skip) r' - c1 + (u * v) • contract H u v m
          - (u * v) • contract H v u m + (u * v * b (m + 1)) • c0
        simp only [transfer, mul_sub, sub_mul, smul_mul_assoc, mul_smul_comm, mul_assoc]
        module
      · linear_combination (norm := skip) (-(u + v)) • c1 + (2 * u * v) • (h (m + 1) * c0)
          - (u * v) • (h (m + 1) * r) - (u * v) • (rv * transfer h u m)
          + (u * v) • (ru * transfer h v m)
        simp only [transfer, mul_sub, sub_mul, smul_mul_assoc, mul_smul_comm, mul_assoc]
        module
  exact key.1

/-- In a nontrivial chain algebra, the transfer operators at `u` and `-u` are both invertible
exactly when `P_m(u²)` is nonzero. -/
theorem isUnit_transfer_iff [Nontrivial A] (H : IsChain h b) (u : ℂ) (m : ℕ) :
    (IsUnit (transfer h u m) ∧ IsUnit (transfer h (-u) m)) ↔ modePoly b (u ^ 2) m ≠ 0 := by
  rw [← (transfer_commute H u (-u) m).isUnit_mul_iff, transfer_mul_transfer_neg H]
  constructor
  · intro hu h0
    rw [h0, zero_smul] at hu
    exact not_isUnit_zero hu
  · intro hp
    have hu := (IsUnit.mk0 _ hp).map (algebraMap ℂ A)
    rwa [Algebra.algebraMap_eq_smul_one] at hu

/-- The terms `g X₁`, `J Z₁Z₂`, `g X₂` of the two-site transverse-field Ising chain,
continued by zeros. -/
def isingTerms (g J : ℂ) : ℕ → Matrix (Fin 2 × Fin 2) (Fin 2 × Fin 2) ℂ
  | 0 => g • (!![0, 1; 1, 0] ⊗ₖ 1)
  | 1 => J • (!![1, 0; 0, -1] ⊗ₖ !![1, 0; 0, -1])
  | 2 => g • (1 ⊗ₖ !![0, 1; 1, 0])
  | _ + 3 => 0

/-- The squares `g²`, `J²`, `g²` of the Ising terms, continued by zeros. -/
def isingSquares (g J : ℂ) : ℕ → ℂ
  | 0 => g ^ 2
  | 1 => J ^ 2
  | 2 => g ^ 2
  | _ + 3 => 0

/-- The terms of the two-site transverse-field Ising chain satisfy the relations of the
chain algebra. -/
theorem isChain_witness (g J : ℂ) : IsChain (isingTerms g J) (isingSquares g J) := by
  refine ⟨fun j => ?_, fun j => ?_, fun j k hjk => ?_⟩
  · rcases j with _ | _ | _ | j
    case succ.succ.succ => simp [isingTerms, isingSquares]
    all_goals
      ext ⟨i, i'⟩ ⟨k, k'⟩
      fin_cases i <;> fin_cases i' <;> fin_cases k <;> fin_cases k' <;>
        simp [isingTerms, isingSquares, Matrix.mul_apply, Fintype.sum_prod_type,
          Matrix.one_apply] <;> ring
  · rcases j with _ | _ | j
    case succ.succ =>
      have z : isingTerms g J (j + 1 + 1 + 1) = 0 := rfl
      simp only [z, mul_zero, zero_mul, neg_zero]
    all_goals
      ext ⟨i, i'⟩ ⟨k, k'⟩
      fin_cases i <;> fin_cases i' <;> fin_cases k <;> fin_cases k' <;>
        simp [isingTerms, Matrix.mul_apply, Fintype.sum_prod_type, Matrix.one_apply]
  · rcases k with _ | _ | _ | k
    · omega
    · omega
    · obtain rfl : j = 0 := by omega
      simp [isingTerms, ← Matrix.mul_kronecker_mul]
    · have z : isingTerms g J (k + 1 + 1 + 1) = 0 := rfl
      simp only [z, mul_zero, zero_mul]

end

end FreeFermionChain
```

```lean
#print axioms FreeFermionChain.transfer_mul_transfer_neg
#print axioms FreeFermionChain.isUnit_transfer_iff
```

```
'FreeFermionChain.transfer_mul_transfer_neg' depends on axioms: [propext, Classical.choice, Quot.sound]
'FreeFermionChain.isUnit_transfer_iff' depends on axioms: [propext, Classical.choice, Quot.sound]
```

## Terms, transfer operators and the scalar recursion

The Hamiltonian in view is K = h_0 + … + h_(m−1). In the spin chains considered here, each h_j is a coupling times a product of Pauli matrices on different sites, so its square is the squared coupling, b_j. Two such terms anticommute when they contain different Pauli matrices on an odd number of shared sites. `IsChain h b` states these relations:

h_j² = b_j·1, h_j h_(j+1) = −h_(j+1) h_j, h_j h_k = h_k h_j for k ≥ j + 2.

The terms live in an arbitrary complex algebra `A`, which may be infinite-dimensional. The b_j may be any complex numbers, and no Hermiticity is assumed. The sequence `h` is infinite, but T_m uses only its first m entries, and a finite chain is continued by zeros. In the Lean code `H` names the hypothesis `IsChain h b`, not the Hamiltonian.

`transfer h u m` is T_m(u), and `modePoly b x m` is P_m(x):

T_0 = 1, T_1 = 1 − u h_0, T_(m+2) = T_(m+1) − u h_(m+1) T_m

P_0 = 1, P_1 = 1 − x b_0, P_(m+2) = P_(m+1) − x b_(m+1) P_m

Numbering starts at 0, where many texts start at 1 and add the convention T_(−1) = 1. The name "transfer operator" does not refer to a matrix of Boltzmann weights here. T_m(u) is a polynomial in u whose linear coefficient is −K and whose coefficient of u^k, for k ≥ 2, is (−1)^k times the sum of all products of k mutually non-adjacent terms.

There are three main statements. `transfer_mul_transfer_neg` says that T_m(u) T_m(−u) = P_m(u²)·1 for every m and every complex u. `transfer_commute` says that T_m(u) and T_m(v) commute; comparing the coefficients of u then shows that K commutes with T_m(v). `isUnit_transfer_iff` says that, in an algebra with 1 ≠ 0, T_m(u) and T_m(−u) are both invertible exactly when P_m(u²) ≠ 0.

The word "both" matters. If A = ℂ, h_0 = 1 and all other terms vanish, then T_1(1) = 0 while T_1(−1) = 2.

## The Ising chain and its energies

`isingTerms g J` lists g X₁, J Z₁Z₂ and g X₂, the terms of the two-site transverse-field Ising chain, as matrices indexed by pairs of spin states. `isChain_witness` verifies the relations for them, entry by entry where needed. For a longer chain, the same relations must be supplied for its own terms.

For open spin chains with this free-fermion algebra, the result replaces a singularity question about an exponentially large matrix by a recursion with m steps. One step to the physical spectrum remains and is not proved here: constructing the fermion modes, which for real nonzero couplings shows that every energy has the form ±ε_1 ± ε_2 ± …, where the x_k = 1/ε_k² are the zeros of P_m. Which sign choices occur, and how often, depends on the matrices that represent the terms.

## One term, and two Ising sites with numbers

For m = 0 both sides equal 1. For m = 1 the relation is the difference of two squares:

(1 − u h_0)(1 + u h_0) = 1 − u² b_0.

For the two-site Ising chain take g = 2 and J = 3, so the squares are 4, 9, 4. Then

P_1 = 1 − 4x

P_2 = 1 − 13x

P_3 = 1 − 17x + 16x² = (1 − x)(1 − 16x).

At u = 1/2 this gives P_3(1/4) = −9/4. The operator itself is

T_3(u) = 1 − uK + 4u² X₁X₂.

X₁X₂ commutes with K. Where X₁X₂ = 1, K has eigenvalues ±5; where X₁X₂ = −1, it has eigenvalues ±3. At u = 1/2 the eigenvalues of T_3 are therefore 2 ∓ 5/2 and ∓3/2. At u = −1/2 the same eigenvectors give 2 ± 5/2 and ±3/2. Each of the four products is −9/4.

The zeros x = 1 and x = 1/16 correspond to ε = 1 and ε = 4, and ±1 ± 4 reproduces the energies ±3 and ±5.

## Cancelling the cross terms

Write T_m for T_m(u) and S_m for T_m(−u), so that S_(m+2) = S_(m+1) + u h_(m+1) S_m.

**Distant terms.** T_m contains only h_0, …, h_(m−1). Hence h_k commutes with T_m whenever k ≥ m + 1. This is `commute_far`, proved by recursion on m.

**Moving the next term through.** For m ≥ 1, T_(m+1) = T_m − u h_m T_(m−1). The term h_(m+1) commutes with T_m and T_(m−1) and anticommutes with h_m, so

T_(m+1) h_(m+1) = h_(m+1) (T_m + u h_m T_(m−1)) = h_(m+1) (2T_m − T_(m+1)).

For m = 0 the same identity reads (1 − u h_0) h_1 = h_1 (1 + u h_0). This is `reflect`.

**Exchanging lengths.** The lemma `exchange` states

T_(m+1) h_(m+1) S_m = h_(m+1) T_m S_(m+1).

For m = 0 it is again (1 − u h_0) h_1 = h_1 (1 + u h_0). For the induction step, `reflect` turns the next left-hand side into

T_(m+2) h_(m+2) S_(m+1) = h_(m+2) (T_(m+1) S_(m+1) + u h_(m+1) T_m S_(m+1)).

Expanding S_(m+2) in the next right-hand side gives

h_(m+2) T_(m+1) S_(m+2) = h_(m+2) (T_(m+1) S_(m+1) + u T_(m+1) h_(m+1) S_m).

The two agree by the induction hypothesis.

**Multiplying out.** With h = h_(m+1),

T_(m+2) S_(m+2) = T_(m+1) S_(m+1) + u (T_(m+1) h S_m − h T_m S_(m+1)) − u² h T_m h S_m.

The bracket vanishes by `exchange`. Since h commutes with T_m, the last product is h T_m h S_m = b_(m+1) T_m S_m, which is `contract`. What remains is

P_(m+1)(u²) − u² b_(m+1) P_m(u²) = P_(m+2)(u²).

Together with the cases m = 0 and m = 1 this proves the inversion relation.

In Lean, `linear_combination` adds up the required equations, multiplied by operators on the correct side. Its usual final step assumes commuting factors, so `(norm := skip)` turns that step off. Then `simp only` expands the products in order and `module` compares the scalar coefficients.

## Commutation at different parameters

Now write U_m = T_m(u) and V_m = T_m(v), with [X,Y] = XY − YX and {X,Y} = XY + YX. Commutation alone does not carry the induction, so `key` proves four relations together:

(a) [U_m, V_m] = 0

(b) [U_(m+1), V_(m+1)] = 0

(c) [U_m, V_(m+1)] = [V_m, U_(m+1)]

(d) v({V_m, U_(m+1)} − 2U_m V_m) = u({U_m, V_(m+1)} − 2V_m U_m)

At m = 0, (a) and (c) are trivial, (b) involves only h_0, and both sides of (d) equal −2uv h_0.

For the step from m to m + 1, again let h = h_(m+1). Relation (b) becomes the new (a). By (b) and `reflect`,

[U_(m+1), V_(m+2)] = −v (U_(m+1) h V_m − h V_m U_(m+1)) = v h ({V_m, U_(m+1)} − 2U_m V_m).

Exchanging u and v gives

[V_(m+1), U_(m+2)] = u h ({U_m, V_(m+1)} − 2V_m U_m).

These are equal by (d), which is the new (c), called `r'` in the code.

For the new (b), expand U_(m+2) and V_(m+2). By `contract` and (a), [hU_m, hV_m] = b_(m+1) [U_m, V_m] = 0. With (b) this leaves

[U_(m+2), V_(m+2)] = [U_(m+1), V_(m+2)] − [V_(m+1), U_(m+2)] = 0.

For the new (d), (b) reduces the two sides to −uv {V_(m+1), hU_m} and −uv {U_(m+1), hV_m}. By `reflect`,

{V_(m+1), hU_m} = h (2V_m U_m + [U_m, V_(m+1)])

{U_(m+1), hV_m} = h (2U_m V_m + [V_m, U_(m+1)]).

These agree by (a) and (c), which completes the induction.

## From the scalar to invertibility

Two commuting elements are both invertible exactly when their product is. By commutation and the inversion relation, T_m(u) and T_m(−u) are therefore both invertible exactly when P_m(u²)·1 is. A nonzero multiple of 1 is invertible, and 0 is not when 1 ≠ 0. When P_m(u²) ≠ 0, the inverse of T_m(u) is T_m(−u)/P_m(u²).
